# Two non-interacting atoms with a strictly concave energy localize a shared hole: stretched He₂⁺

When He₂⁺ is pulled apart, two equivalent helium atoms share one hole; if they no longer interact and the energy $e(q)$ of one atom is strictly concave in its hole fraction $q$ on $[0,1]$, the total energy $f(q)=e(q)+e(1-q)$ is lowest exactly when the hole sits on one atom and highest exactly when it is shared evenly. If $e$ is linear apart from a term $c\,q(1-q)$, the evenly shared hole differs in energy from the localized one by $c/2$.

In Lean 4 with Mathlib:

```lean
import Mathlib

open Set

namespace StretchedHeliumDimer

noncomputable section

/-- Energy of two equivalent, non-interacting atoms that share one hole: the first carries
the fraction `q`, the second the fraction `1 - q`, and `e` is the energy of a single atom
as a function of its hole fraction. -/
def dimerEnergy (e : ℝ → ℝ) (q : ℝ) : ℝ := e q + e (1 - q)

/-- Single-atom energy that is linear in the hole fraction `q` apart from a parabolic
term of strength `c`, which vanishes at `q = 0` and `q = 1`. -/
def parabolicEnergy (a b c q : ℝ) : ℝ := a + b * q + c * q * (1 - q)

/-- Exchanging the two atoms leaves the energy of the dimer unchanged. -/
theorem dimerEnergy_exchange (e : ℝ → ℝ) (q : ℝ) :
    dimerEnergy e (1 - q) = dimerEnergy e q := by
  unfold dimerEnergy
  rw [sub_sub_cancel, add_comm]

/-- For a single-atom energy strictly concave on `[0,1]`, sharing the hole more evenly
raises the energy: if `q` lies strictly between `p ≥ 0` and `1 - p`, then the dimer with
fraction `q` is higher than the dimer with fraction `p`. -/
theorem dimerEnergy_lt_of_more_even {e : ℝ → ℝ} (he : StrictConcaveOn ℝ (Icc 0 1) e)
    {p q : ℝ} (hp : 0 ≤ p) (hpq : p < q) (hq : q < 1 - p) :
    dimerEnergy e p < dimerEnergy e q := by
  have hd : 0 < 1 - 2 * p := by linarith
  -- `t` is the weight of `1 - p` when `q` is written as a mixture of `p` and `1 - p`
  obtain ⟨t, ht0, ht1, ht⟩ : ∃ t : ℝ, 0 < t ∧ t < 1 ∧ t * (1 - 2 * p) = q - p :=
    ⟨(q - p) / (1 - 2 * p), div_pos (by linarith) hd,
      (div_lt_one hd).2 (by linarith), div_mul_cancel₀ _ hd.ne'⟩
  have hpm : p ∈ Icc (0 : ℝ) 1 := ⟨hp, by linarith⟩
  have hpm' : 1 - p ∈ Icc (0 : ℝ) 1 := ⟨by linarith, by linarith⟩
  have hne : p ≠ 1 - p := by linarith [hpq.trans hq] |> ne_of_lt
  -- strict concavity at `q` and, with exchanged weights, at `1 - q`
  have h1 := he.2 hpm hpm' hne (sub_pos.2 ht1) ht0 (by ring)
  have h2 := he.2 hpm hpm' hne ht0 (sub_pos.2 ht1) (by ring)
  simp only [smul_eq_mul] at h1 h2
  have e1 : (1 - t) * p + t * (1 - p) = q := by linear_combination ht
  have e2 : t * p + (1 - t) * (1 - p) = 1 - q := by linear_combination -ht
  rw [e1] at h1
  rw [e2] at h2
  unfold dimerEnergy
  linarith

/-- For a single-atom energy strictly concave on `[0,1]`, the two localized holes have equal
energy, every hole shared between the atoms lies above them, and the evenly shared hole lies
above every other distribution. -/
theorem localized_below_shared {e : ℝ → ℝ} (he : StrictConcaveOn ℝ (Icc 0 1) e) :
    dimerEnergy e 0 = dimerEnergy e 1 ∧
    (∀ q ∈ Ioo (0 : ℝ) 1, dimerEnergy e 0 < dimerEnergy e q) ∧
    (∀ q ∈ Icc (0 : ℝ) 1, q ≠ 1 / 2 → dimerEnergy e q < dimerEnergy e (1 / 2)) := by
  refine ⟨?_, ?_, ?_⟩
  · rw [← dimerEnergy_exchange e 1, sub_self]
  · intro q hq
    exact dimerEnergy_lt_of_more_even he le_rfl hq.1 (by linarith [hq.2])
  · intro q hq hne
    rcases lt_or_gt_of_ne hne with h | h
    · exact dimerEnergy_lt_of_more_even he hq.1 h (by linarith)
    · -- exchange the atoms to return to the case of a fraction below one half
      rw [← dimerEnergy_exchange e q]
      exact dimerEnergy_lt_of_more_even he (by linarith [hq.2]) (by linarith) (by linarith)

/-- For a single-atom energy strictly concave on `[0,1]`, a hole fraction in `[0,1]` minimizes
the energy of the dimer exactly when the hole sits entirely on one atom. -/
theorem minimizer_iff_localized {e : ℝ → ℝ} (he : StrictConcaveOn ℝ (Icc 0 1) e)
    {q : ℝ} (hq : q ∈ Icc (0 : ℝ) 1) :
    (∀ p ∈ Icc (0 : ℝ) 1, dimerEnergy e q ≤ dimerEnergy e p) ↔ q = 0 ∨ q = 1 := by
  obtain ⟨h01, hin, -⟩ := localized_below_shared he
  constructor
  · intro hmin
    by_contra hcon
    rw [not_or] at hcon
    have h := hin q ⟨lt_of_le_of_ne hq.1 (Ne.symm hcon.1), lt_of_le_of_ne hq.2 hcon.2⟩
    exact not_lt_of_ge (hmin 0 ⟨le_rfl, zero_le_one⟩) h
  · intro hloc p hp
    have hq0 : dimerEnergy e q = dimerEnergy e 0 := by
      rcases hloc with h | h
      · rw [h]
      · rw [h, h01]
    rw [hq0]
    rcases eq_or_lt_of_le hp.1 with h | h
    · rw [← h]
    · rcases eq_or_lt_of_le hp.2 with h' | h'
      · rw [h', h01]
      · exact (hin p ⟨h, h'⟩).le

/-- For a single-atom energy strictly convex on `[0,1]` the order is reversed: every shared
hole lies below the localized one, and the evenly shared hole lies below every other
distribution. -/
theorem shared_below_localized_of_convex {e : ℝ → ℝ} (he : StrictConvexOn ℝ (Icc 0 1) e) :
    (∀ q ∈ Ioo (0 : ℝ) 1, dimerEnergy e q < dimerEnergy e 0) ∧
    (∀ q ∈ Icc (0 : ℝ) 1, q ≠ 1 / 2 → dimerEnergy e (1 / 2) < dimerEnergy e q) := by
  -- the negative of a strictly convex energy is strictly concave
  obtain ⟨-, hin, hmid⟩ := localized_below_shared he.neg
  constructor
  · intro q hq
    have h := hin q hq
    simp only [dimerEnergy, Pi.neg_apply] at h ⊢
    linarith
  · intro q hq hne
    have h := hmid q hq hne
    simp only [dimerEnergy, Pi.neg_apply] at h ⊢
    linarith

/-- In the parabolic model, sharing the hole in fractions `q` and `1 - q` changes the energy
by `2 c q (1 - q)` relative to the localized hole; for the evenly shared hole this is `c / 2`. -/
theorem parabolic_sharing_energy (a b c : ℝ) :
    (∀ q, dimerEnergy (parabolicEnergy a b c) q - dimerEnergy (parabolicEnergy a b c) 0
      = 2 * c * q * (1 - q)) ∧
    dimerEnergy (parabolicEnergy a b c) (1 / 2) - dimerEnergy (parabolicEnergy a b c) 0
      = c / 2 := by
  constructor
  · intro q
    unfold dimerEnergy parabolicEnergy
    ring
  · unfold dimerEnergy parabolicEnergy
    ring

/-- The parabolic single-atom energy is strictly concave on `[0,1]` exactly when the strength
`c` of its parabolic term is positive. -/
theorem parabolic_strictConcave_iff (a b c : ℝ) :
    StrictConcaveOn ℝ (Icc 0 1) (parabolicEnergy a b c) ↔ 0 < c := by
  constructor
  · intro he
    have h := (localized_below_shared he).2.1 (1 / 2) ⟨by norm_num, by norm_num⟩
    linarith [(parabolic_sharing_energy a b c).2]
  · intro hc
    refine ⟨convex_Icc 0 1, ?_⟩
    intro x _ y _ hxy s t hs ht hst
    have hd : x - y ≠ 0 := sub_ne_zero.2 hxy
    -- the concavity gap equals `c s t (x - y)²`
    have hgap : 0 < c * s * t * (x - y) ^ 2 := by positivity
    obtain rfl : s = 1 - t := by linarith
    simp only [smul_eq_mul, parabolicEnergy]
    linarith

end

end StretchedHeliumDimer
```

```lean
#print axioms StretchedHeliumDimer.localized_below_shared
-- 'StretchedHeliumDimer.localized_below_shared' depends on axioms: [propext, Classical.choice, Quot.sound]
#print axioms StretchedHeliumDimer.minimizer_iff_localized
-- 'StretchedHeliumDimer.minimizer_iff_localized' depends on axioms: [propext, Classical.choice, Quot.sound]
#print axioms StretchedHeliumDimer.shared_below_localized_of_convex
-- 'StretchedHeliumDimer.shared_below_localized_of_convex' depends on axioms: [propext, Classical.choice, Quot.sound]
#print axioms StretchedHeliumDimer.parabolic_strictConcave_iff
-- 'StretchedHeliumDimer.parabolic_strictConcave_iff' depends on axioms: [propext, Classical.choice, Quot.sound]
```

## One hole, two atoms

Two neutral helium atoms have four electrons, and He₂⁺ has three. At large separation the missing electron can be missing from the left atom, from the right atom, or partly from each. In a Hartree-Fock determinant, the two electrons of one spin can occupy one atom each, while the single electron of the other spin sits in an orbital that may extend over both atoms. An orbital with equal weight on the two atoms respects their equivalence and gives each atom half a hole. An orbital on one atom breaks that symmetry and leaves He next to He⁺.

The function `dimerEnergy e q` is $f(q)$. The first atom carries the hole fraction $q$, the second carries $1-q$, and their energies are added. The letter $e$ denotes the energy function of one atom, not the elementary charge: $e(0)$ belongs to the neutral atom and $e(1)$ to the cation. Thus $q=0$ and $q=1$ are the two localized arrangements, and $q=1/2$ is the symmetric one.

The hypothesis `StrictConcaveOn ℝ (Icc 0 1) e` says that between any two different points of $[0,1]$ the graph of $e$ lies strictly above its chord. It is assumed here, but Hartree-Fock theory gives a reason for it. With fixed orbitals and one fractionally occupied spin orbital, the Coulomb and exchange self-interaction of that orbital cancel, so the energy is linear in its occupation. Minimizing over the orbitals takes the lowest of many straight lines, which is a concave function. Orbital relaxation, the change of the best orbitals with the occupation, makes it curve. The exact ground-state energy of the atom is linear in $q$ between the neutral atom and the cation, so this curvature, and the preference for a localized hole that follows from it, is an error of the approximation.

## What is proved about the energy

The central theorem, `localized_below_shared`, has three parts for strictly concave $e$:

- $f(0)=f(1)$;
- $f(0)<f(q)$ for every $q$ with $0<q<1$, written `Ioo (0 : ℝ) 1`;
- $f(q)<f(1/2)$ for every $q$ in $[0,1]$ other than $1/2$.

The theorem `minimizer_iff_localized` restates the lower end of this ordering: a fraction $q$ in $[0,1]$ minimizes $f$ over that interval if and only if $q=0$ or $q=1$. For strictly convex $e$, `shared_below_localized_of_convex` gives the opposite order, with the evenly shared hole lowest.

The function `parabolicEnergy a b c` is
$$e(q)=a+bq+c\,q(1-q).$$
Here $a$ is the energy of the neutral atom and $b=e(1)-e(0)$ is its ionization energy. The constant $c$ measures the deviation from the straight line between them; the second derivative of $e$ is $-2c$, so positive $c$ means downward curvature. The formula for the sharing energy holds for every real $c$, and `parabolic_strictConcave_iff` states that this $e$ is strictly concave on $[0,1]$ exactly when $c>0$.

The step from this model to the molecule is the additivity of the energy: one has to show that the Hartree-Fock energy of the real ion approaches $e(q)+e(1-q)$ as the atoms separate. At finite distance there are also electrostatic, exchange and overlap contributions between the atoms. The model contains no wavefunction either, so it does not describe how a combination of the two localized determinants restores the symmetry.

For electronic structure, and within this non-interacting one-parameter model, the result means that a single-determinant calculation forced to treat the atoms as equivalent is held at the top of the energy curve when $e$ is strictly concave. Semilocal density functionals usually give a convex $e$, and the reversed order then favours the delocalized hole.

## More even sharing costs energy

Exchanging the atoms replaces $q$ by $1-q$, and
$$f(1-q)=e(1-q)+e\bigl(1-(1-q)\bigr)=e(1-q)+e(q)=f(q).$$
This is `dimerEnergy_exchange`.

The main step compares two distributions. Let $0\le p<q<1-p$, so that the pair $q,\,1-q$ lies strictly between $p$ and $1-p$. Then $1-2p>0$, and we may set
$$t=\frac{q-p}{1-2p}.$$
Since $q>p$, we have $t>0$. Since $q<1-p$, the numerator is smaller than the denominator, so $t<1$. From $t(1-2p)=q-p$ it follows that
$$(1-t)p+t(1-p)=p+t(1-2p)=q,$$
$$tp+(1-t)(1-p)=1-p-t(1-2p)=1-q.$$
Both hole fractions of the more even distribution are therefore mixtures of $p$ and $1-p$, with the weights exchanged. Strict concavity gives
$$(1-t)e(p)+t\,e(1-p)<e(q),$$
$$t\,e(p)+(1-t)e(1-p)<e(1-q).$$
On the left-hand sides the weights of $e(p)$ add up to one, and so do those of $e(1-p)$. The sum of the two inequalities is
$$f(p)=e(p)+e(1-p)<e(q)+e(1-q)=f(q).$$

In `dimerEnergy_lt_of_more_even`, the `obtain` step constructs this $t$ with its bounds and its defining equation. The two strict concavity inequalities are `h1` and `h2`, and the identities `e1` and `e2` rewrite their mixed arguments as $q$ and $1-q$. The last `linarith` adds the inequalities.

## From the comparison to the extrema

Putting $q=1$ in the exchange identity gives $f(0)=f(1)$. Taking $p=0$ in the comparison turns its condition into $0<q<1$ and its conclusion into $f(0)<f(q)$.

For the maximum, the target is $1/2$. If $0\le q<1/2$, then $1/2<1-q$, so the comparison applies with $q$ as the less even distribution and yields $f(q)<f(1/2)$. If $1/2<q\le1$, the same argument applies to $1-q$, and $f(1-q)=f(q)$. The proof of `localized_below_shared` makes this case distinction with `rcases`, and rewrites by the exchange lemma in the second case.

The minimizers follow. If some $q$ in $[0,1]$ other than $0$ and $1$ were a minimizer, then $f(q)\le f(0)$, against $f(0)<f(q)$. Conversely, $f(0)=f(1)$ is no larger than any other value on the interval. These are the two directions of `minimizer_iff_localized`; the second treats the endpoints separately because the strict inequality holds only in the interior.

If $e$ is strictly convex, $-e$ is strictly concave, and replacing $e$ by $-e$ changes the sign of $f$. Applying the central theorem to `he.neg` and undoing the sign reverses both inequalities.

## The parabolic atom

For the parabolic energy,
$$\begin{aligned}
f(q)&=a+bq+c\,q(1-q)+a+b(1-q)+c\,(1-q)q\\
&=2a+b+2c\,q(1-q).
\end{aligned}$$
Since $f(0)=2a+b$,
$$f(q)-f(0)=2c\,q(1-q),\qquad f(1/2)-f(0)=\frac c2.$$
In `parabolic_sharing_energy`, `ring` carries out this algebra after the definitions are unfolded.

If this $e$ is strictly concave, the central theorem gives $f(1/2)>f(0)$, so $c/2>0$ and $c>0$. For the converse, take $x\ne y$ in $[0,1]$ and weights $s,t>0$ with $s+t=1$. The constant and linear parts of $e$ drop out of the difference between the graph and its chord, which leaves
$$\begin{aligned}
e(sx+ty)-s\,e(x)-t\,e(y)
&=c\bigl[sx^2+ty^2-(sx+ty)^2\bigr]\\
&=c\bigl[s(1-s)x^2+t(1-t)y^2-2st\,xy\bigr]\\
&=c\,st\,(x-y)^2.
\end{aligned}$$
This is positive when $c>0$. In `parabolic_strictConcave_iff` the positivity is `hgap`; substituting $s=1-t$ lets `linarith` identify it with the concavity gap.

As a numerical instance, take $a=0$, $b=1$ and $c=0.2$ in arbitrary energy units. The localized hole has $f(0)=e(0)+e(1)=0+1=1$. For a quarter of the hole on the first atom,
$$e(0.25)=0.25+0.2\cdot0.1875=0.2875,$$
$$e(0.75)=0.75+0.2\cdot0.1875=0.7875,$$
so $f(0.25)=1.075$. For even sharing, $e(0.5)=0.5+0.05=0.55$ and $f(0.5)=1.1$. The energy rises by $0.075$ and then by a further $0.025$, for a total of $0.1=c/2$.

## A straight line has no preference

Concavity without strictness is not enough. With $c=0$ the atomic energy is $e(q)=a+bq$, which is concave, and
$$f(q)=a+bq+a+b(1-q)=2a+b$$
for every $q$. Localized and shared holes then have the same energy: both strict inequalities of the central theorem fail, and every fraction in $[0,1]$ is a minimizer.
